# The heat-capacity-weighted Grüneisen parameter of finitely many Debye branches tends to its $v^{-3}$-weighted average as $T\to0^+$

## Which average of the $g_j$ is left at low temperature?

Let $j$ label finitely many Debye branches, at least one, with sound velocities $v_j>0$, Debye temperatures $\theta_j>0$ and real, temperature-independent mode Grüneisen parameters $g_j$. Leaving out a constant prefactor common to all branches, I write the heat capacity of branch $j$ at temperature $T>0$ as

$$C_j(T)=\frac{T^3}{v_j^3}\int_0^{\theta_j/T} f(x)\,dx,\qquad f(x)=\frac{x^4e^x}{(e^x-1)^2},$$

and the mean Grüneisen parameter as

$$\Gamma(T)=\frac{\sum_j g_jC_j(T)}{\sum_j C_j(T)}.$$

I expect that

$$\lim_{T\to0^+}\Gamma(T)=\frac{\sum_j g_jv_j^{-3}}{\sum_j v_j^{-3}},$$

so that slow branches dominate and the Debye temperatures disappear. The usual argument replaces every upper limit $\theta_j/T$ by infinity and cancels the integral. I would like to see that argument with its convergence and positivity steps filled in, and checked by a proof assistant. Can this be done in Lean?

## The common integral cancels, and the weights $v_j^{-3}$ remain

Yes. The omitted prefactor is $k_B^4V/(2\pi^2\hbar^3)$, with $k_B$ Boltzmann's constant, $\hbar$ the reduced Planck constant and $V$ the volume. It comes from the density of states $V\omega^2/(2\pi^2v_j^3)$ of a branch with frequency $\omega$ and the substitution $x=\hbar\omega/(k_BT)$. It is the same for every branch and cancels in $\Gamma$.

### An exponential bound on the integrand

The full integral $I=\int_0^\infty f(x)\,dx$ must be finite. For $x>0$ put $a=e^{x/8}$. Since $e^{y}\ge 1+y$ for every real $y$, we have $a\ge1+x/8$, hence $a\ge1$ and

$$x^2\le 64(a-1)^2.$$

Multiply by $a^6$ and expand the square. Because $a^7\ge a^6\ge1$,

$$(a-1)^2a^6=a^8-2a^7+a^6\le a^8-a^7\le a^8-1,$$

so $x^2a^6\le64(a^8-1)$. Both sides are positive, and squaring gives $x^4a^{12}\le4096\,(a^8-1)^2$. Now divide by $a^4(a^8-1)^2$ and use $a^8=e^x$:

$$f(x)=\frac{x^4a^8}{(a^8-1)^2}\le\frac{4096}{a^4}=4096\,e^{-x/2}.$$

The right-hand side is integrable on $(0,\infty)$ and $f$ is nonnegative there, so $f$ is integrable too. The constant is generous, but only finiteness matters. The bound also deals with the lower end, where numerator and denominator both vanish.

### The low-temperature limit

For $x>0$ the integrand is strictly positive. Therefore $\int_0^y f(x)\,dx>0$ for every $y>0$, and in particular

$$I\ge\int_0^1f(x)\,dx>0.$$

The same observation gives $C_j(T)>0$ for $T>0$, so the denominator of $\Gamma(T)$ is positive.

As $T\to0^+$, the upper limit $\theta_j/T$ tends to infinity. Integrability of $f$ then gives

$$\frac{v_j^3C_j(T)}{T^3}=\int_0^{\theta_j/T}f(x)\,dx\longrightarrow I,
\qquad\text{so}\qquad
\frac{C_j(T)}{T^3}\longrightarrow v_j^{-3}I.$$

Divide the numerator and denominator of $\Gamma(T)$ by $T^3$. The sums are finite, so their limits can be taken term by term:

$$\Gamma(T)=\frac{\sum_jg_j\,C_j(T)/T^3}{\sum_jC_j(T)/T^3}
\longrightarrow\frac{I\sum_jg_jv_j^{-3}}{I\sum_jv_j^{-3}}
=\frac{\sum_jg_jv_j^{-3}}{\sum_jv_j^{-3}}.$$

The limit of the quotient is legitimate because $I\sum_jv_j^{-3}>0$, which uses the presence of at least one branch. The numerical value of $I$ is never needed.

For one longitudinal branch (L) and two identical transverse branches (T), the limit is

$$\frac{g_{\mathrm L}v_{\mathrm L}^{-3}+2g_{\mathrm T}v_{\mathrm T}^{-3}}
{v_{\mathrm L}^{-3}+2v_{\mathrm T}^{-3}}.$$

### What the Lean theorem says about the branches

The branches are indexed by a type `ι`. The assumption `[Fintype ι]` makes it finite, and `[Nonempty ι]` supplies at least one branch. The functions `g`, `v` and `θ` from `ι` to the real numbers hold the parameters $g_j$, $v_j$ and $\theta_j$. The hypotheses `hv` and `hθ` require every velocity and every Debye temperature to be positive, while the $g_j$ may have either sign.

The definitions `debyeIntegrand`, `branchHeatCapacity` and `meanGruneisen` are $f$, $C_j$ and $\Gamma$. All quantities are plain real numbers, so units have to be chosen consistently beforehand. In `tendsto_meanGruneisen`, the filter `𝓝[>] 0` means that $T$ approaches zero through positive values, and the expression after the outer `𝓝` is the claimed limit, with $v_j^{-3}$ written as `(v j ^ 3)⁻¹`. The theorem concerns the actual quotient at finite $T$, not one in which the integrals have already been extended to infinity.

The Debye temperatures are independent inputs. A common cutoff and separate cutoffs for each branch are both allowed, and no relation between $\theta_j$ and $v_j$ is imposed.

Positivity of the Debye temperatures matters. Take two branches with $v_1=v_2=1$, $\theta_1=1$, $\theta_2=0$, $g_1=1$ and $g_2=3$. The second integral runs from $0$ to $0$, so $C_2(T)=0$ and $\Gamma(T)=1$ for every $T>0$. The formula would give $(1+3)/2=2$. A branch with zero cutoff has no modes to excite, yet the formula would still count its velocity. This small example is worked out here by hand and does not appear in the file.

The model assumes linear, isotropic dispersion within each branch and one constant Grüneisen parameter per branch. It does not derive the heat capacity from a lattice Hamiltonian, and it leaves out direction-dependent velocities, optical modes and electronic contributions. Nor does the theorem give a rate of convergence. For quasi-harmonic calculations, the formula offers a low-temperature check on a computed phonon Grüneisen parameter, provided that the acoustic spectrum is represented by finitely many such Debye branches. A sum over a fixed, finite mesh of wavevectors, with zero-frequency modes left out, behaves differently: it has a lowest frequency, and as $T\to0^+$ the modes at that frequency alone determine the mean. With such a mesh, the comparison makes sense only at temperatures where the thermally excited acoustic modes are still well sampled.

### The complete Lean file

```lean
import Mathlib

open MeasureTheory Filter Set Topology

namespace DebyeGruneisen

noncomputable section

/-- The integrand `x⁴ eˣ / (eˣ - 1)²` of the Debye heat capacity, for `x > 0`. -/
def debyeIntegrand (x : ℝ) : ℝ :=
  x ^ 4 * Real.exp x / (Real.exp x - 1) ^ 2

/-- Heat capacity, up to a constant prefactor common to all branches, of a Debye branch with
sound velocity `v > 0` and Debye temperature `θ > 0` at temperature `T > 0`. -/
def branchHeatCapacity (v θ T : ℝ) : ℝ :=
  T ^ 3 * (v ^ 3)⁻¹ * ∫ x in (0 : ℝ)..θ / T, debyeIntegrand x

/-- Mean of the mode Grüneisen parameters `g j`, weighted by the branch heat capacities at
temperature `T`; the domain is where the total heat capacity is nonzero. -/
def meanGruneisen {ι : Type*} [Fintype ι] (g v θ : ι → ℝ) (T : ℝ) : ℝ :=
  (∑ j, g j * branchHeatCapacity (v j) (θ j) T) / ∑ j, branchHeatCapacity (v j) (θ j) T

/-- For `x > 0` the Debye integrand is at most `4096 exp(-x/2)`. -/
theorem debyeIntegrand_le {x : ℝ} (hx : 0 < x) :
    debyeIntegrand x ≤ 4096 * Real.exp (-(1 / 2) * x) := by
  -- everything is expressed through `a = exp (x/8)`
  obtain ⟨a, ha⟩ : ∃ a, a = Real.exp (x / 8) := ⟨_, rfl⟩
  have hxa : x / 8 + 1 ≤ a := by rw [ha]; exact Real.add_one_le_exp _
  have ha1 : 1 ≤ a := by linarith
  have ha0 : 0 < a := by linarith
  have hE : Real.exp x = a ^ 8 := by
    rw [ha, ← Real.exp_nat_mul]
    congr 1
    push_cast
    ring
  have hN : Real.exp (-(1 / 2) * x) = (a ^ 4)⁻¹ := by
    rw [ha, ← Real.exp_nat_mul, ← Real.exp_neg]
    congr 1
    push_cast
    ring
  have h2 : x ^ 2 ≤ 64 * (a - 1) ^ 2 := by nlinarith
  have h6 : 1 ≤ a ^ 6 := one_le_pow₀ ha1
  have h7 : a ^ 6 * 1 ≤ a ^ 6 * a := mul_le_mul_of_nonneg_left ha1 (by positivity)
  have h3 : x ^ 2 * a ^ 6 ≤ 64 * (a ^ 8 - 1) :=
    calc x ^ 2 * a ^ 6 ≤ 64 * (a - 1) ^ 2 * a ^ 6 :=
          mul_le_mul_of_nonneg_right h2 (by positivity)
      _ ≤ 64 * (a ^ 8 - 1) := by nlinarith
  have hpos : 0 < x ^ 2 * a ^ 6 := by positivity
  have hden : 0 < a ^ 8 - 1 := by linarith
  have h4 := pow_le_pow_left₀ hpos.le h3 2
  have hinv : (a ^ 4)⁻¹ * a ^ 4 = 1 := inv_mul_cancel₀ (by positivity)
  unfold debyeIntegrand
  rw [hE, hN, div_le_iff₀ (pow_pos hden 2)]
  calc x ^ 4 * a ^ 8 = ((a ^ 4)⁻¹ * a ^ 4) * (x ^ 4 * a ^ 8) := by rw [hinv, one_mul]
    _ = (a ^ 4)⁻¹ * (x ^ 2 * a ^ 6) ^ 2 := by ring
    _ ≤ (a ^ 4)⁻¹ * (64 * (a ^ 8 - 1)) ^ 2 :=
        mul_le_mul_of_nonneg_left h4 (by positivity)
    _ = 4096 * (a ^ 4)⁻¹ * (a ^ 8 - 1) ^ 2 := by ring

/-- The Debye integrand is integrable on the positive half-line. -/
theorem integrableOn_debyeIntegrand : IntegrableOn debyeIntegrand (Ioi 0) := by
  have hm : Measurable debyeIntegrand := by
    unfold debyeIntegrand
    fun_prop
  have hg : IntegrableOn (fun x : ℝ => 4096 * Real.exp (-(1 / 2) * x)) (Ioi 0) :=
    (exp_neg_integrableOn_Ioi 0 (by norm_num : (0 : ℝ) < 1 / 2)).const_mul 4096
  refine Integrable.mono' hg hm.aestronglyMeasurable ?_
  refine ae_restrict_of_forall_mem measurableSet_Ioi fun x hx => ?_
  have h0 : 0 ≤ debyeIntegrand x := by unfold debyeIntegrand; positivity
  rw [Real.norm_of_nonneg h0]
  exact debyeIntegrand_le hx

/-- The integral of the Debye integrand from `0` to any `y > 0` is positive. -/
theorem debyeIntegral_pos {y : ℝ} (hy : 0 < y) :
    0 < ∫ x in (0 : ℝ)..y, debyeIntegrand x := by
  refine intervalIntegral.intervalIntegral_pos_of_pos_on
    ((intervalIntegrable_iff_integrableOn_Ioc_of_le hy.le).2
      (integrableOn_debyeIntegrand.mono_set Ioc_subset_Ioi_self)) (fun x hx => ?_) hy
  have hx0 : 0 < x := hx.1
  have h1 : 0 < Real.exp x - 1 := by linarith [Real.add_one_le_exp x]
  unfold debyeIntegrand
  positivity

/-- The integral of the Debye integrand over the whole positive half-line is positive. -/
theorem debyeIntegral_Ioi_pos : 0 < ∫ x in Ioi (0 : ℝ), debyeIntegrand x := by
  have h1 := debyeIntegral_pos one_pos
  rw [intervalIntegral.integral_of_le zero_le_one] at h1
  refine h1.trans_le (setIntegral_mono_set integrableOn_debyeIntegrand
    (Eventually.of_forall fun x => ?_) (Ioc_subset_Ioi_self).eventuallyLE)
  change 0 ≤ debyeIntegrand x
  unfold debyeIntegrand
  positivity

/-- A Debye branch with positive sound velocity and Debye temperature has positive heat
capacity at every positive temperature. -/
theorem branchHeatCapacity_pos {v θ T : ℝ} (hv : 0 < v) (hθ : 0 < θ) (hT : 0 < T) :
    0 < branchHeatCapacity v θ T :=
  mul_pos (by positivity) (debyeIntegral_pos (div_pos hθ hT))

/-- Debye's cubic law: for `v, θ > 0`, the ratio `v³ C(T) / T³` tends, as `T → 0⁺`, to the
integral of the Debye integrand over the positive half-line. -/
theorem debye_cubic_law {v θ : ℝ} (hv : 0 < v) (hθ : 0 < θ) :
    Tendsto (fun T => v ^ 3 * branchHeatCapacity v θ T / T ^ 3) (𝓝[>] 0)
      (𝓝 (∫ x in Ioi (0 : ℝ), debyeIntegrand x)) := by
  -- the upper limit of integration runs to infinity
  have hb : Tendsto (fun T : ℝ => θ / T) (𝓝[>] 0) atTop := by
    simp only [div_eq_mul_inv]
    exact tendsto_inv_nhdsGT_zero.const_mul_atTop hθ
  refine (intervalIntegral_tendsto_integral_Ioi 0 integrableOn_debyeIntegrand hb).congr' ?_
  filter_upwards [self_mem_nhdsWithin] with T hT
  have hT0 : T ≠ 0 := (mem_Ioi.1 hT).ne'
  unfold branchHeatCapacity
  generalize (∫ x in (0 : ℝ)..θ / T, debyeIntegrand x) = J
  field_simp

/-- For finitely many, and at least one, Debye branches with positive sound velocities and Debye
temperatures, the mean Grüneisen parameter tends to the average of the `g j` with weights
`(v j)⁻³` as `T → 0⁺`. -/
theorem tendsto_meanGruneisen {ι : Type*} [Fintype ι] [Nonempty ι] (g v θ : ι → ℝ)
    (hv : ∀ j, 0 < v j) (hθ : ∀ j, 0 < θ j) :
    Tendsto (meanGruneisen g v θ) (𝓝[>] 0)
      (𝓝 ((∑ j, g j * (v j ^ 3)⁻¹) / ∑ j, (v j ^ 3)⁻¹)) := by
  have hI := debyeIntegral_Ioi_pos
  have hlaw := fun j => debye_cubic_law (hv j) (hθ j)
  generalize (∫ x in Ioi (0 : ℝ), debyeIntegrand x) = I at hI hlaw
  have hC : ∀ j, Tendsto (fun T => branchHeatCapacity (v j) (θ j) T / T ^ 3) (𝓝[>] 0)
      (𝓝 ((v j ^ 3)⁻¹ * I)) := by
    intro j
    have e : ∀ T, (v j ^ 3)⁻¹ * (v j ^ 3 * branchHeatCapacity (v j) (θ j) T / T ^ 3)
        = branchHeatCapacity (v j) (θ j) T / T ^ 3 := by
      intro T
      rw [← mul_div_assoc, ← mul_assoc, inv_mul_cancel₀ (pow_pos (hv j) 3).ne', one_mul]
    exact ((hlaw j).const_mul _).congr e
  have hden : 0 < ∑ j, (v j ^ 3)⁻¹ * I :=
    Finset.sum_pos (fun j _ => mul_pos (inv_pos.2 (pow_pos (hv j) 3)) hI)
      Finset.univ_nonempty
  have hlim := (tendsto_finsetSum Finset.univ fun j _ => (hC j).const_mul (g j)).div
    (tendsto_finsetSum Finset.univ fun j _ => hC j) hden.ne'
  -- the common integral cancels in the limit
  have hval : (∑ j, g j * ((v j ^ 3)⁻¹ * I)) / ∑ j, (v j ^ 3)⁻¹ * I
      = (∑ j, g j * (v j ^ 3)⁻¹) / ∑ j, (v j ^ 3)⁻¹ := by
    simp only [← mul_assoc, ← Finset.sum_mul]
    exact mul_div_mul_right _ _ hI.ne'
  rw [hval] at hlim
  refine hlim.congr' ?_
  -- the factor `T³` cancels at each positive temperature
  filter_upwards [self_mem_nhdsWithin] with T hT
  have hT3 : T ^ 3 ≠ 0 := (pow_pos (mem_Ioi.1 hT) 3).ne'
  change (∑ j, g j * (branchHeatCapacity (v j) (θ j) T / T ^ 3)) /
    (∑ j, branchHeatCapacity (v j) (θ j) T / T ^ 3) = meanGruneisen g v θ T
  simp only [← mul_div_assoc, ← Finset.sum_div]
  exact div_div_div_cancel_right₀ hT3 _ _

/-- Isotropic solid: for one longitudinal and two identical transverse Debye branches, with
positive velocities and Debye temperatures, the limit of the mean Grüneisen parameter as
`T → 0⁺` is `(gL vL⁻³ + 2 gT vT⁻³) / (vL⁻³ + 2 vT⁻³)`. -/
theorem tendsto_meanGruneisen_isotropic (gL gT : ℝ) {vL vT θL θT : ℝ}
    (hvL : 0 < vL) (hvT : 0 < vT) (hθL : 0 < θL) (hθT : 0 < θT) :
    Tendsto (meanGruneisen ![gL, gT, gT] ![vL, vT, vT] ![θL, θT, θT]) (𝓝[>] 0)
      (𝓝 ((gL * (vL ^ 3)⁻¹ + 2 * (gT * (vT ^ 3)⁻¹)) / ((vL ^ 3)⁻¹ + 2 * (vT ^ 3)⁻¹))) := by
  have h := tendsto_meanGruneisen ![gL, gT, gT] ![vL, vT, vT] ![θL, θT, θT]
    (by simp [Fin.forall_fin_succ, hvL, hvT]) (by simp [Fin.forall_fin_succ, hθL, hθT])
  rw [Fin.sum_univ_three, Fin.sum_univ_three] at h
  change Tendsto _ _ (𝓝 ((gL * (vL ^ 3)⁻¹ + gT * (vT ^ 3)⁻¹ + gT * (vT ^ 3)⁻¹) /
    ((vL ^ 3)⁻¹ + (vT ^ 3)⁻¹ + (vT ^ 3)⁻¹))) at h
  rw [two_mul, two_mul, ← add_assoc, ← add_assoc]
  exact h

end

end DebyeGruneisen
```

```lean
#print axioms DebyeGruneisen.branchHeatCapacity_pos
#print axioms DebyeGruneisen.tendsto_meanGruneisen
#print axioms DebyeGruneisen.tendsto_meanGruneisen_isotropic
```

```
'DebyeGruneisen.branchHeatCapacity_pos' depends on axioms: [propext, Classical.choice, Quot.sound]
'DebyeGruneisen.tendsto_meanGruneisen' depends on axioms: [propext, Classical.choice, Quot.sound]
'DebyeGruneisen.tendsto_meanGruneisen_isotropic' depends on axioms: [propext, Classical.choice, Quot.sound]
```

### From the bound to the quotient in Lean

`debyeIntegrand_le` follows the estimate with $a=e^{x/8}$. The facts `hE` and `hN` rewrite $e^x$ as $a^8$ and $e^{-x/2}$ as $a^{-4}$. Then `h2` is the bound on $x^2$, `h3` is $x^2a^6\le64(a^8-1)$, and `h4` is its square. The tactic `nlinarith` proves `h2` and the last step of `h3`, the latter with the help of `h6` and `h7`, which record $a^6\ge1$ and $a^7\ge a^6$. The final `calc` block carries out the division by $a^4$.

`integrableOn_debyeIntegrand` turns this bound into integrability. It combines measurability of $f$ with the integrability of the exponential, and `Integrable.mono'` is the comparison theorem.

Three lemmas handle positivity. `debyeIntegral_pos` treats a finite upper limit, using $e^x-1>0$ for $x>0$. `debyeIntegral_Ioi_pos` compares the half-line with the interval from $0$ to $1$, which gives $I>0$. `branchHeatCapacity_pos` multiplies the positive integral by the positive factor $T^3v^{-3}$.

`debye_cubic_law` is the $T^3$ law for a single branch of this model, with linear dispersion already built into the definition of the heat capacity. Its fact `hb` says that $\theta/T$ tends to infinity, and `intervalIntegral_tendsto_integral_Ioi` converts this into convergence of the integrals. The remaining lines cancel $v^3$, which is nonzero by `hv`, and $T^3$, which is nonzero because the filter restricts attention to $T>0$.

In `tendsto_meanGruneisen`, the full integral is replaced by a symbol `I`, of which only positivity and its role in the cubic law are retained. The steps then match the derivation closely:

- `hC` states that $C_j(T)/T^3$ tends to $v_j^{-3}I$.
- `hden` shows that the limiting denominator is positive, using `Finset.univ_nonempty` for the existence of a branch.
- `hlim` takes the limits of the two finite sums and of their quotient.
- `hval` cancels `I` from the limiting value.

The last lines cancel $T^3$ at each positive temperature, which identifies the rescaled quotient with `meanGruneisen g v θ T`.

`tendsto_meanGruneisen_isotropic` applies the general theorem to three branches, listed as `![gL, gT, gT]` with matching velocities and Debye temperatures. `Fin.sum_univ_three` writes out the sums, and the two equal transverse terms are collected into the factor of two.
